# In a harmonic crystal whose only zero modes are uniform displacements, the Frenkel–Ladd integrand diverges through centre-of-mass drift alone

The Frenkel–Ladd method obtains the free energy of a crystal by integrating over the strength of springs that tie the particles to their lattice sites, and the integrand can blow up as the springs are switched off. To say which motion is responsible, one must fix what a free crystal is. Here it is a harmonic force matrix whose zero modes are exactly the uniform displacements.

## Springs on a harmonic crystal

Let $N\ge 1$ particles have one displacement coordinate each, collected in $x$. With force matrix $\Phi$ and site springs of strength $\lambda$, the energy is
$$U_\lambda(x)=\tfrac12 x^{T}\Phi x+\tfrac12\lambda\,x^{T}x .$$
The Gaussian configuration integral is proportional to $\det(\Phi+\lambda I)^{-1/2}$. In units of the thermal energy, and up to a constant independent of $\lambda$, the free energy is therefore
$$F(\lambda)=\tfrac12\ln\det(\Phi+\lambda I).$$
Its derivative is the Frenkel–Ladd integrand. Here $\lambda$ is a spring constant, not a switching parameter running from 0 to 1. Texts that write the spring energy without the factor $\tfrac12$ have an integrand twice as large at the same total stiffness.

## What is stated

Let $P$ be the matrix with all entries $1/N$, which projects on uniform displacements. For $\lambda>0$,
$$F'(\lambda)=\frac1{2\lambda}+g(\lambda),\qquad g(\lambda)=\tfrac12\operatorname{tr}\!\left[(I-P)(\Phi+\lambda I)^{-1}\right],$$
and $g(\lambda)\to\tfrac12\operatorname{tr}[(\Phi+P)^{-1}(I-P)]$ as $\lambda\to0^+$.

In Lean the particles are the elements of a finite type `n`, and $\lambda$ is `lam`. The structure `IsFreeCrystal` holds three conditions:

- `symmetric`: $\Phi$ is a matrix of second derivatives of an energy.
- `nonneg`: the reference structure is mechanically stable.
- `kernel`: moving all particles together costs no force, and no other displacement is free of force.

The functions `stiffness`, `freeEnergy` and `comProj` are $\Phi+\lambda I$, $F$ and $P$; `driftPart` and `internalPart` are the two pieces of the integrand, the second being $g$. The notation `𝓝[>] 0` means an approach to zero from above. The name "centre of mass" fits equal masses; in general $P$ takes the unweighted mean displacement.

The step from the model to statistical mechanics is the Gaussian integral above: Lean starts from the log-determinant. The model is also harmonic and has one coordinate per particle, so a three-dimensional crystal, with three uniform translations, needs a larger matrix and a larger projector.

## Derivation

**The projector.** Summing $N$ terms $1/N^2$ gives $P^2=P$, and the diagonal gives $\operatorname{tr}P=1$. The columns of $P$ are uniform, so $\Phi P=0$; transposing gives $P\Phi=0$.

**The derivative.** Write $A_\lambda=\Phi+\lambda I$. For $x\neq0$ and $\lambda>0$, $x^TA_\lambda x\ge\lambda x^Tx>0$, so $\det A_\lambda>0$. For any $t$,
$$A_t=A_\lambda\left[I+(t-\lambda)A_\lambda^{-1}\right].$$
Since $\det(I+rM)=1+r\operatorname{tr}M+r^2q(r)$ with a polynomial $q$ depending on $M$, the derivative of $\det A_t$ at $t=\lambda$ is $\det A_\lambda\operatorname{tr}A_\lambda^{-1}$. Dividing by the determinant gives $F'(\lambda)=\tfrac12\operatorname{tr}A_\lambda^{-1}$.

**The drift.** From $P\Phi=0$ we get $PA_\lambda=\lambda P$, hence $PA_\lambda^{-1}=P/\lambda$. Half its trace is $1/(2\lambda)$. Inserting $I=P+(I-P)$ into the trace leaves $g(\lambda)$ as the remainder.

**The internal part.** Let $B=\Phi+P$. If $Bx=0$, multiplying by $P$ gives $Px=0$, so $\Phi x=0$ and $x$ is uniform. A uniform vector satisfies $Px=x$, so $x=0$ and $B$ is invertible. Next,
$$(B+\lambda I)(I-P)=\Phi+\lambda(I-P)=(I-P)A_\lambda .$$
For small $\lambda>0$ both $B+\lambda I$ and $A_\lambda$ are invertible, and
$$(I-P)A_\lambda^{-1}=(B+\lambda I)^{-1}(I-P).$$
The right-hand side is continuous at $\lambda=0$, which gives the limit of $g$. Since $1/(2\lambda)$ grows without bound, $F'(\lambda)\to+\infty$.

## The Lean file

```lean
import Mathlib

open Matrix Filter Topology

namespace FrenkelLadd

noncomputable section

variable {n : Type*} [Fintype n] [DecidableEq n]

/-- A harmonic force matrix of a free crystal: symmetric, positive semidefinite, and with
the uniform displacements as its only zero modes. -/
structure IsFreeCrystal (Φ : Matrix n n ℝ) : Prop where
  symmetric : Φᵀ = Φ
  nonneg : ∀ x : n → ℝ, 0 ≤ x ⬝ᵥ Φ *ᵥ x
  kernel : ∀ x : n → ℝ, Φ *ᵥ x = 0 ↔ ∃ c : ℝ, x = fun _ => c

/-- The force matrix with a spring of strength `lam` tying each particle to its site. -/
def stiffness (Φ : Matrix n n ℝ) (lam : ℝ) : Matrix n n ℝ := Φ + lam • 1

/-- The harmonic free energy in units of the thermal energy, up to a constant independent of `lam`,
for a symmetric positive definite stiffness matrix. -/
def freeEnergy (Φ : Matrix n n ℝ) (lam : ℝ) : ℝ :=
  (1 / 2) * Real.log (stiffness Φ lam).det

/-- The projector on uniform displacements, for a nonempty set of particles. -/
def comProj (n : Type*) [Fintype n] : Matrix n n ℝ :=
  Matrix.of fun _ _ => (Fintype.card n : ℝ)⁻¹

/-- The centre-of-mass part of half the trace of the inverse stiffness, for a nonempty set
of particles and an invertible stiffness matrix. -/
def driftPart (Φ : Matrix n n ℝ) (lam : ℝ) : ℝ :=
  (1 / 2) * trace (comProj n * (stiffness Φ lam)⁻¹)

/-- The part of half the trace of the inverse stiffness that belongs to displacements relative
to the centre of mass, for a nonempty set of particles and an invertible stiffness matrix. -/
def internalPart (Φ : Matrix n n ℝ) (lam : ℝ) : ℝ :=
  (1 / 2) * trace ((1 - comProj n) * (stiffness Φ lam)⁻¹)

omit [DecidableEq n] in
/-- For a nonempty set of particles the centre-of-mass projector is idempotent and has
trace one. -/
theorem comProj_idempotent_trace [Nonempty n] :
    comProj n * comProj n = comProj n ∧ trace (comProj n) = 1 := by
  have hc : (Fintype.card n : ℝ) ≠ 0 := Nat.cast_ne_zero.mpr Fintype.card_ne_zero
  constructor
  · ext i j
    simp only [comProj, mul_apply, of_apply, Finset.sum_const, Finset.card_univ, nsmul_eq_mul]
    field_simp
  · simp only [trace, diag_apply, comProj, of_apply, Finset.sum_const, Finset.card_univ,
      nsmul_eq_mul]
    exact mul_inv_cancel₀ hc

omit [DecidableEq n] in
/-- In a free crystal the centre of mass feels no force: its projector is annihilated by the
force matrix from both sides. -/
theorem comProj_force {Φ : Matrix n n ℝ} (h : IsFreeCrystal Φ) :
    Φ * comProj n = 0 ∧ comProj n * Φ = 0 := by
  have h1 : Φ * comProj n = 0 := by
    ext i j
    have := congrFun ((h.kernel (fun _ => (Fintype.card n : ℝ)⁻¹)).mpr ⟨_, rfl⟩) i
    simpa [mul_apply, comProj, mulVec, dotProduct] using this
  have hP : (comProj n)ᵀ = comProj n := by
    ext i j
    rfl
  refine ⟨h1, ?_⟩
  have h2 := congrArg transpose h1
  rwa [transpose_mul, h.symmetric, hP, transpose_zero] at h2

/-- Site springs of positive strength give a free crystal a stiffness matrix of positive
determinant. -/
theorem stiffness_det_pos {Φ : Matrix n n ℝ} (h : IsFreeCrystal Φ) {lam : ℝ} (hl : 0 < lam) :
    0 < (stiffness Φ lam).det := by
  have hpd : (stiffness Φ lam).PosDef := by
    rw [posDef_iff_dotProduct_mulVec]
    refine ⟨?_, ?_⟩
    · rw [Matrix.IsHermitian, conjTranspose_eq_transpose_of_trivial, stiffness, transpose_add,
        transpose_smul, transpose_one, h.symmetric]
    · intro x hx
      have h0 : 0 ≤ x ⬝ᵥ x := Finset.sum_nonneg fun i _ => mul_self_nonneg (x i)
      have hxx : 0 < x ⬝ᵥ x :=
        lt_of_le_of_ne h0 fun e => hx (dotProduct_self_eq_zero.mp e.symm)
      rw [star_trivial, stiffness, add_mulVec, smul_mulVec, one_mulVec, dotProduct_add,
        dotProduct_smul, smul_eq_mul]
      linarith [h.nonneg x, mul_pos hl hxx]
  exact hpd.det_pos

/-- Where the stiffness matrix has positive determinant, the derivative of `freeEnergy` in the
spring strength is half the trace of the inverse stiffness. -/
theorem hasDerivAt_freeEnergy (Φ : Matrix n n ℝ) {lam : ℝ} (h : 0 < (stiffness Φ lam).det) :
    HasDerivAt (freeEnergy Φ) ((1 / 2) * trace (stiffness Φ lam)⁻¹) lam := by
  -- expand the determinant to first order around `lam`
  obtain ⟨q, hq⟩ : ∃ q : Polynomial ℝ, ∀ r : ℝ, det (1 + r • (stiffness Φ lam)⁻¹)
      = 1 + trace (stiffness Φ lam)⁻¹ * r + q.eval r * r ^ 2 :=
    ⟨_, fun r => det_one_add_smul r _⟩
  have hform : ∀ t, (stiffness Φ t).det = (stiffness Φ lam).det *
      (1 + trace (stiffness Φ lam)⁻¹ * (t - lam) + q.eval (t - lam) * (t - lam) ^ 2) := by
    intro t
    rw [← hq, ← det_mul, mul_add, mul_one, mul_smul_comm, mul_nonsing_inv _ h.ne'.isUnit]
    congr 1
    simp only [stiffness]
    module
  have hs : HasDerivAt (fun t : ℝ => t - lam) 1 lam := (hasDerivAt_id lam).sub_const lam
  have hq' : HasDerivAt (fun t => q.eval (t - lam)) (q.derivative.eval (lam - lam) * 1) lam :=
    HasDerivAt.comp (h := fun t : ℝ => t - lam) lam (q.hasDerivAt (lam - lam)) hs
  have hd : HasDerivAt (fun t => (stiffness Φ t).det)
      ((stiffness Φ lam).det * trace (stiffness Φ lam)⁻¹) lam := by
    rw [funext hform]
    refine ((((hs.const_mul (trace (stiffness Φ lam)⁻¹)).const_add 1).fun_add
      (hq'.fun_mul (hs.fun_pow 2))).const_mul (stiffness Φ lam).det).congr_deriv ?_
    simp
  exact ((hd.log h.ne').const_mul (1 / 2)).congr_deriv (by rw [mul_div_cancel_left₀ _ h.ne'])

/-- For a nonempty free crystal with site springs of positive strength, the centre-of-mass part
times the spring strength is exactly one half. -/
theorem lam_mul_driftPart [Nonempty n] {Φ : Matrix n n ℝ} (h : IsFreeCrystal Φ) {lam : ℝ}
    (hl : 0 < lam) : lam * driftPart Φ lam = 1 / 2 := by
  have hPA : comProj n * stiffness Φ lam = lam • comProj n := by
    rw [stiffness, mul_add, (comProj_force h).2, mul_smul_comm, mul_one, zero_add]
  have hP : lam • (comProj n * (stiffness Φ lam)⁻¹) = comProj n := by
    rw [← smul_mul_assoc, ← hPA, mul_assoc,
      mul_nonsing_inv _ (stiffness_det_pos h hl).ne'.isUnit, mul_one]
  have ht := congrArg trace hP
  rw [trace_smul, comProj_idempotent_trace.2, smul_eq_mul] at ht
  unfold driftPart
  linear_combination (1 / 2) * ht

/-- Giving the normalised uniform displacement of a nonempty free crystal unit stiffness removes its
only zero mode: the force matrix plus the centre-of-mass projector is invertible. -/
theorem det_pinned_ne_zero [Nonempty n] {Φ : Matrix n n ℝ} (h : IsFreeCrystal Φ) :
    (Φ + comProj n).det ≠ 0 := by
  intro hdet
  obtain ⟨x, hx, hBx⟩ := exists_mulVec_eq_zero_iff.mpr hdet
  have hPx : comProj n *ᵥ x = 0 := by
    calc comProj n *ᵥ x = (comProj n * (Φ + comProj n)) *ᵥ x := by
          rw [mul_add, (comProj_force h).2, comProj_idempotent_trace.1, zero_add]
      _ = 0 := by rw [← mulVec_mulVec, hBx, mulVec_zero]
  rw [add_mulVec, hPx, add_zero] at hBx
  -- a null vector is uniform, and its mean vanishes
  obtain ⟨c, rfl⟩ := (h.kernel x).mp hBx
  have hc : (Fintype.card n : ℝ) ≠ 0 := Nat.cast_ne_zero.mpr Fintype.card_ne_zero
  apply hx
  funext i
  have hi := congrFun hPx i
  simp only [comProj, mulVec, dotProduct, of_apply, Finset.sum_const, Finset.card_univ,
    nsmul_eq_mul, Pi.zero_apply] at hi
  rw [mul_inv_cancel_left₀ hc] at hi
  exact hi

/-- For a nonempty free crystal the derivative of the free energy at positive spring strength is
`1 / (2 lam)` plus the internal part, and the internal part has a finite limit as the springs are
switched off. -/
theorem freeEnergy_deriv_split [Nonempty n] {Φ : Matrix n n ℝ} (h : IsFreeCrystal Φ) :
    (∀ lam : ℝ, 0 < lam →
      HasDerivAt (freeEnergy Φ) (1 / (2 * lam) + internalPart Φ lam) lam) ∧
    Tendsto (internalPart Φ) (𝓝[>] 0)
      (𝓝 ((1 / 2) * trace ((Φ + comProj n)⁻¹ * (1 - comProj n)))) := by
  constructor
  · intro lam hl
    refine (hasDerivAt_freeEnergy Φ (stiffness_det_pos h hl)).congr_deriv ?_
    have hd : driftPart Φ lam = 1 / (2 * lam) := by
      rw [eq_div_iff (by positivity)]
      linarith [lam_mul_driftPart h hl]
    rw [← hd, driftPart, internalPart, sub_mul, one_mul, trace_sub]
    ring
  · have h0 : (stiffness (Φ + comProj n) 0).det ≠ 0 := by
      simpa [stiffness] using det_pinned_ne_zero h
    have hcont : Continuous (fun t : ℝ => stiffness (Φ + comProj n) t) :=
      continuous_const.add (continuous_id.smul continuous_const)
    have hinv : ContinuousAt (fun t : ℝ => (stiffness (Φ + comProj n) t)⁻¹) 0 := by
      simp only [Matrix.inv_def, Ring.inverse_eq_inv']
      exact (hcont.matrix_det.continuousAt.inv₀ h0).smul hcont.matrix_adjugate.continuousAt
    have hg : Continuous fun M : Matrix n n ℝ => (1 / 2 : ℝ) * trace (M * (1 - comProj n)) :=
      continuous_const.mul ((continuous_id.matrix_mul continuous_const).matrix_trace)
    have hB0 : stiffness (Φ + comProj n) 0 = Φ + comProj n := by simp [stiffness]
    have hlim := (hg.tendsto _).comp hinv.tendsto
    simp only [hB0, Function.comp_def] at hlim
    refine (hlim.mono_left nhdsWithin_le_nhds).congr' ?_
    have hne : ∀ᶠ t in 𝓝[>] (0 : ℝ), (stiffness (Φ + comProj n) t).det ≠ 0 :=
      nhdsWithin_le_nhds (hcont.matrix_det.continuousAt.eventually_ne h0)
    filter_upwards [hne, self_mem_nhdsWithin] with t ht hpos
    -- away from the centre of mass, pinning it changes nothing
    have hcomm : stiffness (Φ + comProj n) t * (1 - comProj n)
        = (1 - comProj n) * stiffness Φ t := by
      simp only [stiffness, add_mul, mul_sub, sub_mul, mul_add, mul_one, one_mul,
        smul_mul_assoc, mul_smul_comm, (comProj_force h).1, (comProj_force h).2,
        comProj_idempotent_trace.1]
      module
    have hkey : (stiffness (Φ + comProj n) t)⁻¹ * (1 - comProj n)
        = (1 - comProj n) * (stiffness Φ t)⁻¹ := by
      symm
      calc (1 - comProj n) * (stiffness Φ t)⁻¹
          = (stiffness (Φ + comProj n) t)⁻¹ * stiffness (Φ + comProj n) t *
              ((1 - comProj n) * (stiffness Φ t)⁻¹) := by
            rw [nonsing_inv_mul _ ht.isUnit, one_mul]
        _ = (stiffness (Φ + comProj n) t)⁻¹ *
              (stiffness (Φ + comProj n) t * (1 - comProj n)) * (stiffness Φ t)⁻¹ := by
            simp only [mul_assoc]
        _ = (stiffness (Φ + comProj n) t)⁻¹ * (1 - comProj n) *
              (stiffness Φ t * (stiffness Φ t)⁻¹) := by
            rw [hcomm]
            simp only [mul_assoc]
        _ = _ := by rw [mul_nonsing_inv _ (stiffness_det_pos h hpos).ne'.isUnit, mul_one]
    rw [internalPart, hkey]

/-- For a nonempty free crystal the derivative of the free energy grows without bound as the site
springs are switched off. -/
theorem deriv_freeEnergy_diverges [Nonempty n] {Φ : Matrix n n ℝ} (h : IsFreeCrystal Φ) :
    Tendsto (deriv (freeEnergy Φ)) (𝓝[>] 0) atTop := by
  obtain ⟨hder, hlim⟩ := freeEnergy_deriv_split h
  have hinv : Tendsto (fun t : ℝ => (1 / 2) * t⁻¹) (𝓝[>] 0) atTop :=
    tendsto_inv_nhdsGT_zero.const_mul_atTop (by norm_num)
  refine (hinv.atTop_add hlim).congr' ?_
  filter_upwards [self_mem_nhdsWithin] with t ht
  rw [(hder t ht).deriv, one_div, one_div, mul_inv]

/-- For one or more non-interacting particles on site springs of positive strength, the internal
part times the spring strength is half the number of particles less one. -/
theorem lam_mul_internalPart_noninteracting [Nonempty n] {lam : ℝ} (hl : 0 < lam) :
    lam * internalPart (0 : Matrix n n ℝ) lam = ((Fintype.card n : ℝ) - 1) / 2 := by
  have hne : lam ≠ 0 := hl.ne'
  have hinv : (stiffness (0 : Matrix n n ℝ) lam)⁻¹ = lam⁻¹ • 1 := by
    apply inv_eq_right_inv
    rw [stiffness, zero_add, smul_mul_smul_comm, mul_inv_cancel₀ hne, one_smul, one_mul]
  rw [internalPart, hinv, mul_smul_comm, mul_one, trace_smul, trace_sub, trace_one,
    comProj_idempotent_trace.2, smul_eq_mul]
  field_simp

/-- Two atoms joined by a spring of positive strength `k` form a free crystal. -/
theorem isFreeCrystal_witness {k : ℝ} (hk : 0 < k) :
    IsFreeCrystal !![k, -k; -k, k] := by
  have e : ∀ x : Fin 2 → ℝ,
      !![k, -k; -k, k] *ᵥ x = ![k * (x 0 - x 1), k * (x 1 - x 0)] := by
    intro x
    ext i
    fin_cases i <;> simp [mulVec, dotProduct, Fin.sum_univ_two] <;> ring
  refine ⟨?_, ?_, ?_⟩
  · ext i j
    fin_cases i <;> fin_cases j <;> simp
  · intro x
    have hx : x ⬝ᵥ ![k * (x 0 - x 1), k * (x 1 - x 0)] = k * (x 0 - x 1) ^ 2 := by
      simp [dotProduct, Fin.sum_univ_two]
      ring
    rw [e, hx]
    positivity
  · intro x
    constructor
    · intro hx
      rw [e] at hx
      have h0 : k * (x 0 - x 1) = 0 := congrFun hx 0
      have h1 := (mul_eq_zero.mp h0).resolve_left hk.ne'
      have h2 : x 1 = x 0 := by linarith
      exact ⟨x 0, funext (Fin.forall_fin_two.mpr ⟨rfl, h2⟩)⟩
    · rintro ⟨c, rfl⟩
      rw [e]
      ext i
      fin_cases i <;> simp

end

end FrenkelLadd
```

```lean
#print axioms FrenkelLadd.det_pinned_ne_zero
#print axioms FrenkelLadd.deriv_freeEnergy_diverges
#print axioms FrenkelLadd.lam_mul_internalPart_noninteracting
```

```
'FrenkelLadd.det_pinned_ne_zero' depends on axioms: [propext, Classical.choice, Quot.sound]
'FrenkelLadd.deriv_freeEnergy_diverges' depends on axioms: [propext, Classical.choice, Quot.sound]
'FrenkelLadd.lam_mul_internalPart_noninteracting' depends on axioms: [propext, Classical.choice, Quot.sound]
```

## From the lemmas to the split

`comProj_idempotent_trace` and `comProj_force` give the algebra of $P$. `stiffness_det_pos` shows that $A_\lambda$ is positive definite and reads off the sign of its determinant. `hasDerivAt_freeEnergy` differentiates the logarithm, and `lam_mul_driftPart` takes the trace of $\lambda PA_\lambda^{-1}=P$. `det_pinned_ne_zero` follows the null-vector argument for $B$.

The main theorem, `freeEnergy_deriv_split`, has two halves. The first adds the drift and internal traces. In the second, `hinv` gives continuity of the inverse at zero by writing it as the adjugate divided by the determinant. The identities `hcomm` and `hkey` are the last two displayed equations of the derivation, and `filter_upwards` restricts them to small positive $\lambda$, where they are needed.

`deriv_freeEnergy_diverges` adds a term tending to infinity to one with a finite limit. `lam_mul_internalPart_noninteracting` treats $\Phi=0$, where $\lambda g(\lambda)=(N-1)/2$. For $N\ge2$ the internal part then diverges as well, so it is not enough that uniform displacements are among the zero modes. `isFreeCrystal_witness` checks that two atoms joined by a spring satisfy all three conditions.

## An exact expansion of the determinant

The derivative rests on Mathlib's `det_one_add_smul`. It is an identity valid for every real $r$, not an estimate for small $r$: the remainder is $r^2$ times the value of an explicit polynomial. The proof needs only that this polynomial exists, so `obtain` replaces it by an unnamed `q`. The equation `hform` then writes $\det A_t$, for all $t$, as a polynomial in $t-\lambda$. The ordinary product rule differentiates it, and the factor $(t-\lambda)^2$ removes the remainder at $t=\lambda$.

## The split in a simulation

In a simulation the integrand is sampled as the mean spring energy divided by $\lambda$, in thermal units. In the harmonic one-coordinate model, if the crystal is free to drift, this average contains $1/(2\lambda)$, whose integral from $\lambda_0$ to $\lambda_1$ is $\tfrac12\ln(\lambda_1/\lambda_0)$ and has no finite limit as $\lambda_0\to0$. If the mean displacement is held at zero, the harmonic one-coordinate model leaves $g$, which can be integrated numerically down to $\lambda=0$; the drift contribution is then treated analytically.

For two atoms joined by a spring of strength $k$, the eigenvalues of $\Phi$ are $0$ and $2k$, so
$$F'(\lambda)=\frac1{2\lambda}+\frac1{2(2k+\lambda)} .$$
The second term tends to $1/(4k)$, and its integral from $0$ to $\lambda_1$ is $\tfrac12\ln[(2k+\lambda_1)/(2k)]$.
